# For normal errors the mean square error is $m^2+\sigma^2$, and without bias $1.96\,\sigma$ lies between 2.45 and 2.46 mean absolute errors

A mean absolute error of 1 kcal/mol in a benchmark table is easily read as an error bar of ±1 kcal/mol. Suppose that the errors are normally distributed about zero with width $\sigma$ (the standard deviation), and that 1 kcal/mol is the mean over the whole distribution, not just over a finite sample. Then that reading is too optimistic: the half-width $1.96\,\sigma$ is between 2.45 and 2.46 kcal/mol. If the method also has a systematic error, that is, a nonzero mean error $m$, the conversion factor can fail, because the mean absolute error then contains the bias as well as the scatter.

The factor 1.96 stands for the usual 95% interval: about 95% of a normal population lies within $1.96\,\sigma$ of its mean. Here it enters as a given number, and the coverage is not computed.

```lean
import Mathlib

open MeasureTheory Set Filter
open scoped Real

namespace BenchmarkErrorStatistics

noncomputable section
```

## The error distribution and its averages

Let $x$ be the signed error, computed value minus reference value, in any fixed energy unit. Its density, with mean $m$ and width $\sigma>0$, is

$$\rho_m(x)=\frac{1}{\sigma\sqrt{2\pi}}\,e^{-(x-m)^2/(2\sigma^2)} .$$

In Lean, `m`, `σ` and `x` are real numbers, and the condition $\sigma>0$ is a hypothesis `hσ` of the theorems that need it.

```lean
/-- The normal density of errors `x` with mean `m` and width `σ`, for `σ > 0`. -/
def errorDensity (m σ x : ℝ) : ℝ :=
  (σ * Real.sqrt (2 * π))⁻¹ * Real.exp (-(2 * σ ^ 2)⁻¹ * (x - m) ^ 2)
```

The average of a function $g$ of the error is $\int g(x)\,\rho_m(x)\,dx$ over the whole real line. This describes an ideal infinite population with known $m$ and $\sigma$; the sampling uncertainty of a finite benchmark set is not treated.

```lean
/-- The average of a function `g` of the error over the normal density, for `σ > 0`. -/
def errorAverage (m σ : ℝ) (g : ℝ → ℝ) : ℝ := ∫ x, g x * errorDensity m σ x
```

Choosing $g(x)=x$ gives the mean signed error.

```lean
/-- The mean signed error, for `σ > 0`. -/
def meanError (m σ : ℝ) : ℝ := errorAverage m σ (fun x => x)
```

Choosing $g(x)=x^2$ gives the mean square error, whose root is the familiar RMSE.

```lean
/-- The mean square error, for `σ > 0`. -/
def meanSquareError (m σ : ℝ) : ℝ := errorAverage m σ (fun x => x ^ 2)
```

Choosing $g(x)=|x|$ gives the mean absolute error, MAE.

```lean
/-- The mean absolute error, for `σ > 0`. -/
def meanAbsError (m σ : ℝ) : ℝ := errorAverage m σ (fun x => |x|)
```

None of these values is postulated: each has to come out of its integral.

## An antiderivative for the error times the density

For the centred density, the chain rule gives $\rho_0'(y)=-(y/\sigma^2)\,\rho_0(y)$, and therefore

$$\frac{d}{dy}\bigl[-\sigma^2\rho_0(y)\bigr]=y\,\rho_0(y).$$

`HasDerivAt` states that the function has this derivative at the point `y`. The proof assembles the chain rule from the derivative of $x^2$; the auxiliary identity `hc` is the cancellation $\sigma^2\cdot 1/(2\sigma^2)=1/2$.

```lean
/-- For `σ > 0`, the centred density times `-σ²` is an antiderivative of the error times
the density. -/
theorem hasDerivAt_density {σ : ℝ} (hσ : 0 < σ) (y : ℝ) :
    HasDerivAt (fun x => -σ ^ 2 * errorDensity 0 σ x) (y * errorDensity 0 σ y) y := by
  simp only [errorDensity, sub_zero]
  have h2 : HasDerivAt (fun x : ℝ => x ^ 2) (2 * y) y := by
    simpa using hasDerivAt_pow 2 y
  have hc : σ ^ 2 * (2 * σ ^ 2)⁻¹ = 1 / 2 := by field_simp
  refine ((((h2.const_mul (-(2 * σ ^ 2)⁻¹)).exp).const_mul
    (σ * Real.sqrt (2 * π))⁻¹).const_mul (-σ ^ 2)).congr_deriv ?_
  linear_combination (2 * y * (σ * Real.sqrt (2 * π))⁻¹ *
    Real.exp (-(2 * σ ^ 2)⁻¹ * y ^ 2)) * hc
```

## Norm, first moment and second moment

Gaussian decay outweighs any power of $y$, so $\rho_0$, $y\rho_0$ and $y^2\rho_0$ are all integrable. Lean needs this explicitly before an integral of a sum may be split.

```lean
/-- For `σ > 0`, the centred density and its products with the error and with the squared
error are integrable. -/
theorem integrable_moments {σ : ℝ} (hσ : 0 < σ) :
    Integrable (fun y => errorDensity 0 σ y) ∧
    Integrable (fun y => y * errorDensity 0 σ y) ∧
    Integrable (fun y => y ^ 2 * errorDensity 0 σ y) := by
  have hb : 0 < (2 * σ ^ 2)⁻¹ := by positivity
  simp only [errorDensity, sub_zero, mul_left_comm _ (σ * Real.sqrt (2 * π))⁻¹ _]
  have h2 := integrable_rpow_mul_exp_neg_mul_sq hb (s := (2 : ℝ)) (by norm_num)
  simp only [Real.rpow_two] at h2
  exact ⟨(integrable_exp_neg_mul_sq hb).const_mul _,
    (integrable_mul_exp_neg_mul_sq hb).const_mul _, h2.const_mul _⟩
```

The Gaussian integral $\int e^{-by^2}dy=\sqrt{\pi/b}$ with $b=1/(2\sigma^2)$ equals $\sigma\sqrt{2\pi}$, which cancels the prefactor:

$$\int\rho_0\,dy=1 .$$

When a function and its derivative are both integrable over the line, the derivative integrates to zero. Applied to $-\sigma^2\rho_0$, this gives $\int y\,\rho_0\,dy=0$. Applied to $-\sigma^2y\,\rho_0$, whose derivative is $y^2\rho_0-\sigma^2\rho_0$, it gives

$$\int y^2\rho_0\,dy=\sigma^2\int\rho_0\,dy=\sigma^2 .$$

In the proof, `norm` is the first result, and `hd` is the product rule behind the last one.

```lean
/-- For `σ > 0`, the centred density has total weight one, first moment zero and second
moment `σ²`. -/
theorem centred_moments {σ : ℝ} (hσ : 0 < σ) :
    (∫ y, errorDensity 0 σ y) = 1 ∧ (∫ y, y * errorDensity 0 σ y) = 0 ∧
    (∫ y, y ^ 2 * errorDensity 0 σ y) = σ ^ 2 := by
  obtain ⟨h0, h1, h2⟩ := integrable_moments hσ
  have norm : (∫ y, errorDensity 0 σ y) = 1 := by
    simp only [errorDensity, sub_zero]
    have e : π / (2 * σ ^ 2)⁻¹ = σ ^ 2 * (2 * π) := by
      rw [div_inv_eq_mul]; ring
    rw [integral_const_mul, integral_gaussian, e, Real.sqrt_mul (sq_nonneg σ),
      Real.sqrt_sq hσ.le]
    exact inv_mul_cancel₀ (by positivity)
  refine ⟨norm, integral_eq_zero_of_hasDerivAt_of_integrable
    (hasDerivAt_density hσ) h1 (h0.const_mul _), ?_⟩
  -- integrate the derivative of `-σ² y ρ(y)` over the whole line
  have hd : ∀ y, HasDerivAt (fun x => x * (-σ ^ 2 * errorDensity 0 σ x))
      (y ^ 2 * errorDensity 0 σ y - σ ^ 2 * errorDensity 0 σ y) y := fun y =>
    ((hasDerivAt_id' y).fun_mul (hasDerivAt_density hσ y)).congr_deriv (by ring)
  have hi : Integrable (fun x => x * (-σ ^ 2 * errorDensity 0 σ x)) := by
    have e : (fun x => x * (-σ ^ 2 * errorDensity 0 σ x)) =
        fun x => -σ ^ 2 * (x * errorDensity 0 σ x) := by
      funext x; ring
    rw [e]
    exact h1.const_mul _
  have h := integral_eq_zero_of_hasDerivAt_of_integrable hd
    (h2.sub (h0.const_mul (σ ^ 2))) hi
  rw [integral_sub h2 (h0.const_mul (σ ^ 2)), integral_const_mul, norm] at h
  linarith
```

## Bias plus scatter

Substituting $x=y+m$ moves the bias from the density into the averaged function, since $\rho_m(y+m)=\rho_0(y)$:

$$\int g(x)\,\rho_m(x)\,dx=\int g(y+m)\,\rho_0(y)\,dy .$$

The proof uses the translation invariance of Lebesgue measure.

```lean
/-- An average over errors with mean `m` is an average over centred errors shifted by `m`. -/
theorem errorAverage_shift (m σ : ℝ) (g : ℝ → ℝ) :
    errorAverage m σ g = errorAverage 0 σ (fun y => g (y + m)) := by
  unfold errorAverage
  have h := integral_add_right_eq_self (μ := (volume : Measure ℝ))
    (fun x => g x * errorDensity m σ x) m
  refine h.symm.trans ?_
  simp only [errorDensity, add_sub_cancel_right, sub_zero]
```

For $g(x)=x$ the right-hand side is

$$\int y\,\rho_0\,dy+m\int\rho_0\,dy=0+m=m ,$$

so the parameter $m$ is indeed the mean signed error.

```lean
/-- For `σ > 0`, the mean signed error is `m`. -/
theorem meanError_eq (m : ℝ) {σ : ℝ} (hσ : 0 < σ) : meanError m σ = m := by
  obtain ⟨h0, h1, -⟩ := integrable_moments hσ
  obtain ⟨n0, n1, -⟩ := centred_moments hσ
  rw [meanError, errorAverage_shift, errorAverage]
  simp only [add_mul]
  rw [integral_add h1 (h0.const_mul m), integral_const_mul, n0, n1]
  ring
```

For $g(x)=x^2$, expand the square and insert the three moments:

$$\int (y+m)^2\rho_0\,dy=\sigma^2+2m\cdot 0+m^2\cdot 1=m^2+\sigma^2 .$$

The identity `e` is this expansion under the integral. The mean square error alone therefore does not tell a systematic shift from random scatter.

```lean
/-- Bias plus scatter: for `σ > 0`, the mean square error is `m² + σ²`. -/
theorem meanSquareError_eq (m : ℝ) {σ : ℝ} (hσ : 0 < σ) :
    meanSquareError m σ = m ^ 2 + σ ^ 2 := by
  obtain ⟨h0, h1, h2⟩ := integrable_moments hσ
  obtain ⟨n0, n1, n2⟩ := centred_moments hσ
  rw [meanSquareError, errorAverage_shift, errorAverage]
  have e : (fun y => (y + m) ^ 2 * errorDensity 0 σ y) = fun y =>
      y ^ 2 * errorDensity 0 σ y +
        (2 * m * (y * errorDensity 0 σ y) + m ^ 2 * errorDensity 0 σ y) := by
    funext y; ring
  have h12 : Integrable (fun y =>
      2 * m * (y * errorDensity 0 σ y) + m ^ 2 * errorDensity 0 σ y) :=
    (h1.const_mul (2 * m)).add (h0.const_mul (m ^ 2))
  rw [e, integral_add h2 h12, integral_add (h1.const_mul (2 * m)) (h0.const_mul (m ^ 2)),
    integral_const_mul, integral_const_mul, n0, n1, n2]
  ring
```

## The mean absolute error without bias

Set $m=0$. The integrand $|x|\rho_0(x)$ is even, so the integral is twice its positive half, where the antiderivative found above applies:

$$\mathrm{MAE}=2\int_0^\infty x\,\rho_0\,dx=2\bigl[-\sigma^2\rho_0\bigr]_0^\infty=2\sigma^2\rho_0(0)=\frac{2\sigma}{\sqrt{2\pi}}=\sigma\sqrt{\frac{2}{\pi}} .$$

In Lean, `hsym` is the symmetry step, `hlim` says that the antiderivative vanishes at infinity, and `hhalf` evaluates the half-line integral. The identity `hs` rewrites $2/\pi$ as the square of $2/\sqrt{2\pi}$.

```lean
/-- For unbiased errors of width `σ > 0`, the mean absolute error is `σ √(2/π)`. -/
theorem meanAbsError_unbiased {σ : ℝ} (hσ : 0 < σ) :
    meanAbsError 0 σ = σ * Real.sqrt (2 / π) := by
  obtain ⟨h0, h1, -⟩ := integrable_moments hσ
  -- by symmetry the integral is twice that over positive errors
  have e : ∀ x : ℝ, |x| * errorDensity 0 σ x =
      (fun y => y * errorDensity 0 σ y) |x| := by
    intro x
    simp only [errorDensity, sub_zero, sq_abs]
  have hsym : meanAbsError 0 σ = 2 * ∫ x in Ioi (0 : ℝ), x * errorDensity 0 σ x :=
    (integral_congr_ae (Eventually.of_forall e)).trans
      (integral_comp_abs (f := fun y => y * errorDensity 0 σ y))
  have hlim := tendsto_zero_of_hasDerivAt_of_integrableOn_Ioi (a := (0 : ℝ))
    (fun x _ => hasDerivAt_density hσ x) h1.integrableOn (h0.const_mul _).integrableOn
  have hhalf := integral_Ioi_of_hasDerivAt_of_tendsto' (a := (0 : ℝ))
    (fun x _ => hasDerivAt_density hσ x) h1.integrableOn hlim
  have hz : errorDensity 0 σ 0 = (σ * Real.sqrt (2 * π))⁻¹ := by simp [errorDensity]
  have hs : 2 / π = (2 / Real.sqrt (2 * π)) ^ 2 := by
    rw [div_pow, Real.sq_sqrt (by positivity), div_eq_div_iff (by positivity) (by positivity)]
    ring
  have hc : σ * σ⁻¹ = 1 := mul_inv_cancel₀ hσ.ne'
  rw [hsym, hhalf, hz, hs, Real.sqrt_sq (by positivity), mul_inv]
  linear_combination (2 * σ * (Real.sqrt (2 * π))⁻¹) * hc
```

## From the mean absolute error to the half-width

The bounds $3.14<\pi<3.1416$ give $0.797<\sqrt{2/\pi}<0.8$. Hence

$$2.45\,\mathrm{MAE}<2.45\cdot0.8\,\sigma=1.96\,\sigma,\qquad 2.46\,\mathrm{MAE}>2.46\cdot0.797\,\sigma>1.96\,\sigma .$$

The steps `hlo` and `hhi` are the two bounds on the square root, and `nlinarith` combines them with $\sigma>0$. For a method whose errors are normal with zero mean, a tabulated MAE can thus be turned into an estimate of the half-width when levels of theory are compared. The sampling uncertainty of an MAE from a finite benchmark set carries over to this estimate.

```lean
/-- For unbiased errors of width `σ > 0`, the half-width `1.96 σ` lies between `2.45` and
`2.46` times the mean absolute error. -/
theorem halfWidth_bounds {σ : ℝ} (hσ : 0 < σ) :
    2.45 * meanAbsError 0 σ < 1.96 * σ ∧ 1.96 * σ < 2.46 * meanAbsError 0 σ := by
  have hlo : 0.797 < Real.sqrt (2 / π) := by
    rw [Real.lt_sqrt (by norm_num), lt_div_iff₀ Real.pi_pos]
    linarith [Real.pi_lt_d4]
  have hhi : Real.sqrt (2 / π) < 0.8 := by
    rw [Real.sqrt_lt' (by norm_num), div_lt_iff₀ Real.pi_pos]
    linarith [Real.pi_gt_d2]
  rw [meanAbsError_unbiased hσ]
  constructor <;> nlinarith [mul_lt_mul_of_pos_left hlo hσ, mul_lt_mul_of_pos_left hhi hσ]
```

## What a bias does to the conversion

For any $m$, the absolute value of an integral is at most the integral of the absolute value. Because $\rho_m\ge0$,

$$|m|=\left|\int x\,\rho_m\,dx\right|\le\int|x|\,\rho_m\,dx=\mathrm{MAE} .$$

The `calc` chain follows this line term by term, starting from the mean signed error `meanError_eq`.

```lean
/-- For `σ > 0`, the mean absolute error is at least the size of the bias. -/
theorem abs_bias_le_meanAbsError (m : ℝ) {σ : ℝ} (hσ : 0 < σ) :
    |m| ≤ meanAbsError m σ := by
  have hpos : ∀ x, 0 ≤ errorDensity m σ x := fun x => by
    unfold errorDensity; positivity
  calc |m| = |∫ x, x * errorDensity m σ x| := congrArg abs (meanError_eq m hσ).symm
    _ ≤ ∫ x, |x * errorDensity m σ x| := abs_integral_le_integral_abs
    _ = meanAbsError m σ := by
      simp only [meanAbsError, errorAverage, abs_mul, abs_of_nonneg (hpos _)]
```

If the bias is at least as large as the width, $|m|\ge\sigma$, then

$$1.96\,\sigma<2.45\,\sigma\le2.45\,|m|\le2.45\,\mathrm{MAE},$$

which reverses the lower bound found for unbiased errors. Multiplying the MAE by 2.45 then overstates $1.96\,\sigma$, the half-width of the scatter about the mean error.

```lean
/-- If the bias is at least as large as the width `σ > 0`, then `1.96 σ` is less than `2.45`
times the mean absolute error. -/
theorem halfWidth_lt_of_large_bias {m σ : ℝ} (hσ : 0 < σ) (hm : σ ≤ |m|) :
    1.96 * σ < 2.45 * meanAbsError m σ := by
  linarith [abs_bias_le_meanAbsError m hσ]

end

end BenchmarkErrorStatistics
```

```lean
#print axioms BenchmarkErrorStatistics.meanSquareError_eq
-- 'BenchmarkErrorStatistics.meanSquareError_eq' depends on axioms: [propext, Classical.choice, Quot.sound]
#print axioms BenchmarkErrorStatistics.halfWidth_bounds
-- 'BenchmarkErrorStatistics.halfWidth_bounds' depends on axioms: [propext, Classical.choice, Quot.sound]
#print axioms BenchmarkErrorStatistics.abs_bias_le_meanAbsError
-- 'BenchmarkErrorStatistics.abs_bias_le_meanAbsError' depends on axioms: [propext, Classical.choice, Quot.sound]
#print axioms BenchmarkErrorStatistics.halfWidth_lt_of_large_bias
-- 'BenchmarkErrorStatistics.halfWidth_lt_of_large_bias' depends on axioms: [propext, Classical.choice, Quot.sound]
```
